# Classical particles with inverse-power repulsion, at equilibrium in an isotropic harmonic trap, have a breathing eigenvalue independent of their number

## Why does one frequency stay put when I add electrons?

A few electrons in a parabolic quantum dot, at low enough density, settle near fixed positions and form a Wigner molecule. I treat them as classical point charges, find an equilibrium and diagonalise the Hessian of the potential energy. Each added electron rearranges the molecule and changes the list of frequencies, yet $\sqrt3$ times the trap frequency is always among them, and its mode is a uniform swelling and shrinking. The Hessian contains every pair distance, and I have no formula for those distances. How can one eigenvalue ignore them? And does it matter whether I have found a true minimum or only a saddle?

## Trap and repulsion respond to dilation with fixed powers

The pair distances drop out because the breathing displacement is proportional to the configuration itself, and force balance then expresses the repulsive forces through the trap forces. A saddle serves as well as a minimum.

Let $x=(x_1,\dots,x_N)$ be the positions, all distinct, and write the potential energy as $U=T+R$ with

$$T(x)=\frac k2\sum_i\|x_i\|^2,\qquad R(x)=\sum_{i<j}\|x_i-x_j\|^{-p}.$$

Here $k$ is the trap stiffness and $p$ the exponent of the interaction, with $p=1$ for Coulomb repulsion. The interaction strength is set to one: dividing the whole energy by a positive strength rescales $k$ and the Hessian alike.

Dilating all positions by $t>0$ multiplies every pair distance by $t$, so $R(tx)=t^{-p}R(x)$. Differentiate this with respect to $x$ along a displacement $v=(v_1,\dots,v_N)$. The chain rule puts a factor $t$ on the left:

$$t\,DR(tx)[v]=t^{-p}DR(x)[v],\qquad\text{so}\qquad DR(tx)[v]=t^{-p-1}DR(x)[v].$$

The trap part has $DT(x)[v]=k\sum_i\langle x_i,v_i\rangle$, which is linear in $x$. Together,

$$DU(tx)[v]=t\,DT(x)[v]+t^{-p-1}DR(x)[v].$$

Now differentiate with respect to $t$ at $t=1$. The path $tx$ has velocity $x$, so the left side becomes the Hessian with $x$ in one slot:

$$D^2U(x)[x,v]=DT(x)[v]-(p+1)\,DR(x)[v].$$

Substituting $DR=DU-DT$ gives

$$D^2U(x)[x,v]=(p+2)k\sum_i\langle x_i,v_i\rangle-(p+1)\,DU(x)[v].$$

This holds at any configuration of distinct points. At equilibrium the net force on each particle vanishes, so $DU(x)=0$ and the last term goes. Since $v$ is arbitrary, the Hessian maps $x$ to $(p+2)k\,x$. Only the vanishing of the first derivative was used, which is why a saddle will do.

To get your frequency, give all particles the same mass $m$ and displace them by $\varepsilon(t)\,x$, where $t$ is now time and $\varepsilon$ is small. The linearised Newton equation is $m\ddot\varepsilon=-(p+2)k\,\varepsilon$, hence $\omega^2=(p+2)k/m$, which is three times the squared trap frequency for Coulomb repulsion. This passage from curvature to motion is the step that the Lean theorems below leave to the reader.

## The eigenvalue equation as a Lean theorem

A configuration is a function `x : Fin N → E`, where `E` is any real inner product space; for particles in $d$ dimensions, take Euclidean $\mathbb R^d$. The name `energy` means potential energy only, and `Finset.Ioi i` makes the inner sum run over $j>i$, so each pair counts once.

The object `hessian` is a bilinear form, the second Fréchet derivative of `energy`, and not a matrix. In `hessian k p x x v` the first `x` is the point where the derivative is taken, the second is the dilation direction, and `v` is the displacement that tests the result. The main theorem, `breathing_mode`, says that this number equals $(p+2)k\sum_i\langle x_i,v_i\rangle$ for every `v`, which is the eigenvalue equation read through the usual inner product of configurations.

It has two hypotheses:

- `Function.Injective x` says that no two particles coincide.
- `hcrit` says that the first derivative of the energy vanishes, which is force balance. Lean's `fderiv` returns zero where no derivative exists, but at distinct points the energy is differentiable, so the condition has its physical meaning.

The theorem puts no sign condition on `k` or `p`, although a confining trap and a repulsive force need both positive. It also allows any `N`. With two or more distinct points $x$ is nonzero and therefore a genuine eigenvector; for a single particle in a confining trap, equilibrium is at the origin and the equation reads $0=0$.

The model consists of classical points in an isotropic harmonic trap with a pure power-law interaction. Anisotropic traps and screened interactions lie beyond it, as do quantum corrections to the harmonic picture. Within these limits, the result fixes one eigenvalue of a Wigner molecule's normal-mode problem before any diagonalisation.

```lean
import Mathlib

open Topology

namespace WignerBreathingMode

noncomputable section

variable {E : Type*} [NormedAddCommGroup E] [InnerProductSpace ℝ E] {N : ℕ}

/-- Potential energy of `N` particles due to an isotropic harmonic trap of stiffness `k`. -/
def trapEnergy (k : ℝ) (x : Fin N → E) : ℝ := k / 2 * ∑ i, ‖x i‖ ^ 2

/-- Inverse-power interaction, summed once over each pair; it is meant for
configurations of distinct points. -/
def repulsion (p : ℝ) (x : Fin N → E) : ℝ :=
  ∑ i, ∑ j ∈ Finset.Ioi i, ‖x i - x j‖ ^ (-p)

/-- Total potential energy of the trapped particles, for distinct points. -/
def energy (k p : ℝ) (x : Fin N → E) : ℝ := trapEnergy k x + repulsion p x

/-- The Hessian of the total potential energy, as a bilinear form on displacements, for distinct
points. -/
def hessian (k p : ℝ) (x : Fin N → E) : (Fin N → E) →L[ℝ] (Fin N → E) →L[ℝ] ℝ :=
  fderiv ℝ (fderiv ℝ (energy k p)) x

/-- The interaction energy is twice continuously differentiable at every
configuration of distinct points. -/
theorem repulsion_contDiffAt (p : ℝ) {x : Fin N → E} (hx : Function.Injective x) :
    ContDiffAt ℝ 2 (repulsion p) x := by
  unfold repulsion
  refine ContDiffAt.sum fun i _ => ContDiffAt.sum fun j hj => ?_
  have hne : x i - x j ≠ 0 := sub_ne_zero.2 (hx.ne (Finset.mem_Ioi.1 hj).ne)
  have h1 : ContDiffAt ℝ 2 (fun y : Fin N → E => y i - y j) x := by fun_prop
  exact (h1.norm ℝ hne).rpow_const_of_ne (norm_ne_zero_iff.2 hne)

/-- Dilating all positions by `t > 0` multiplies the interaction energy by `t ^ (-p)`. -/
theorem repulsion_smul (p : ℝ) {t : ℝ} (ht : 0 < t) (x : Fin N → E) :
    repulsion p (t • x) = t ^ (-p) * repulsion p x := by
  unfold repulsion
  rw [Finset.mul_sum]
  refine Finset.sum_congr rfl fun i _ => ?_
  rw [Finset.mul_sum]
  refine Finset.sum_congr rfl fun j _ => ?_
  rw [Pi.smul_apply, Pi.smul_apply, ← smul_sub, norm_smul, Real.norm_eq_abs,
    abs_of_pos ht, Real.mul_rpow ht.le (norm_nonneg _)]

/-- For distinct points, dilation by `t > 0` multiplies the derivative of the
interaction energy by `t ^ (-p - 1)`. -/
theorem fderiv_repulsion_smul (p : ℝ) {t : ℝ} (ht : 0 < t) {x : Fin N → E}
    (hx : Function.Injective x) :
    fderiv ℝ (repulsion p) (t • x) = t ^ (-p - 1) • fderiv ℝ (repulsion p) x := by
  have htx : Function.Injective (t • x) :=
    fun i j h => hx (smul_right_injective E ht.ne' h)
  have hs : HasFDerivAt (fun y : Fin N → E => t • y)
      (t • ContinuousLinearMap.id ℝ (Fin N → E)) x := (hasFDerivAt_id x).const_smul t
  -- differentiate both sides of the scaling law
  have h1 := HasFDerivAt.comp x
    ((repulsion_contDiffAt p htx).differentiableAt (by norm_num)).hasFDerivAt hs
  have h2 : HasFDerivAt (repulsion p ∘ fun y : Fin N → E => t • y)
      (t ^ (-p) • fderiv ℝ (repulsion p) x) x := by
    have he : (repulsion p ∘ fun y : Fin N → E => t • y)
        = fun y => t ^ (-p) * repulsion p y := funext fun y => repulsion_smul p ht y
    rw [he]
    exact ((repulsion_contDiffAt p hx).differentiableAt (by norm_num)).hasFDerivAt.const_mul _
  refine ContinuousLinearMap.ext fun v => ?_
  have hv := DFunLike.congr_fun (h1.unique h2) v
  change fderiv ℝ (repulsion p) (t • x) (t • v)
    = t ^ (-p) * fderiv ℝ (repulsion p) x v at hv
  rw [map_smul, smul_eq_mul] at hv
  change fderiv ℝ (repulsion p) (t • x) v = t ^ (-p - 1) * fderiv ℝ (repulsion p) x v
  rw [Real.rpow_sub_one ht.ne', div_mul_eq_mul_div, eq_div_iff ht.ne']
  linarith

/-- The trap energy is differentiable, and its derivative along a displacement `v`
is `k` times the sum of the inner products of positions and displacements. -/
theorem trapEnergy_deriv (k : ℝ) (x : Fin N → E) :
    DifferentiableAt ℝ (trapEnergy k) x ∧
      ∀ v, fderiv ℝ (trapEnergy k) x v = k * ∑ i, inner ℝ (x i) (v i) := by
  have h : HasFDerivAt (trapEnergy k) _ x :=
    (HasFDerivAt.fun_sum (u := Finset.univ) fun i _ =>
      (hasFDerivAt_apply (𝕜 := ℝ) i x).norm_sq).const_mul (k / 2)
  refine ⟨h.differentiableAt, fun v => ?_⟩
  rw [h.fderiv, smul_apply, sum_apply,
    smul_eq_mul, Finset.mul_sum, Finset.mul_sum]
  refine Finset.sum_congr rfl fun i _ => ?_
  rw [two_nsmul]
  change k / 2 * (inner ℝ (x i) (v i) + inner ℝ (x i) (v i)) = _
  ring

/-- Chain rule along a path `c` through `x` with velocity `u`, for a differentiable
quantity `f` read out by a continuous linear functional `l`. -/
theorem hasDerivAt_along {V W : Type*} [NormedAddCommGroup V] [NormedSpace ℝ V]
    [NormedAddCommGroup W] [NormedSpace ℝ W] (l : W →L[ℝ] ℝ) {f : V → W} {c : ℝ → V}
    {x u : V} {s : ℝ} (hf : DifferentiableAt ℝ f x) (hc : HasDerivAt c u s)
    (hs : c s = x) : HasDerivAt (fun t => l (f (c t))) (l (fderiv ℝ f x u)) s := by
  subst hs
  have h := hf.hasFDerivAt.comp_hasDerivAt s hc
  have h2 := l.hasFDerivAt.comp_hasDerivAt s h
  exact h2

/-- For distinct points, in or out of equilibrium, the Hessian applied to the dilation
`x` is `(p + 2) k x` minus `p + 1` times the energy gradient, tested against any `v`. -/
theorem hessian_dilation (k p : ℝ) {x : Fin N → E} (hx : Function.Injective x)
    (v : Fin N → E) :
    hessian k p x x v = (p + 2) * k * ∑ i, inner ℝ (x i) (v i)
      - (p + 1) * fderiv ℝ (energy k p) x v := by
  have hU : ∀ y : Fin N → E, Function.Injective y → fderiv ℝ (energy k p) y
      = fderiv ℝ (trapEnergy k) y + fderiv ℝ (repulsion p) y := fun y hy =>
    ((trapEnergy_deriv k y).1.hasFDerivAt.add
      ((repulsion_contDiffAt p hy).differentiableAt (by norm_num)).hasFDerivAt).fderiv
  have hT : ContDiff ℝ 2 (trapEnergy k : (Fin N → E) → ℝ) :=
    contDiff_const.mul (ContDiff.sum fun i _ => (contDiff_apply ℝ E i).norm_sq ℝ)
  have hC : ContDiffAt ℝ 2 (energy k p) x := hT.contDiffAt.add (repulsion_contDiffAt p hx)
  have hd : DifferentiableAt ℝ (fderiv ℝ (energy k p)) x :=
    (hC.fderiv_right (m := 1) one_add_one_eq_two.le).differentiableAt (by norm_num)
  -- follow the gradient along the ray `t • x` through `t = 1`
  have hc : HasDerivAt (fun t : ℝ => t • x) x 1 :=
    ((hasDerivAt_id' (1 : ℝ)).smul_const x).congr_deriv (one_smul ℝ x)
  have hlv : HasDerivAt (fun t : ℝ => fderiv ℝ (energy k p) (t • x) v)
      (hessian k p x x v) 1 :=
    hasDerivAt_along (V := Fin N → E) (W := (Fin N → E) →L[ℝ] ℝ)
      (ContinuousLinearMap.apply ℝ ℝ v) (f := fderiv ℝ (energy k p))
      (c := fun t : ℝ => t • x) hd hc (one_smul ℝ x)
  have hr : HasDerivAt (fun t : ℝ => t * fderiv ℝ (trapEnergy k) x v
      + t ^ (-p - 1) * fderiv ℝ (repulsion p) x v)
      (fderiv ℝ (trapEnergy k) x v + (-p - 1) * fderiv ℝ (repulsion p) x v) 1 :=
    (((hasDerivAt_id' (1 : ℝ)).mul_const _).fun_add
      ((Real.hasDerivAt_rpow_const (x := 1) (p := -p - 1)
        (Or.inl one_ne_zero)).mul_const _)).congr_deriv (by rw [Real.one_rpow]; ring)
  -- the two parts of the gradient scale with different powers of `t`
  have hev : (fun t : ℝ => fderiv ℝ (energy k p) (t • x) v) =ᶠ[𝓝 1] fun t : ℝ =>
      t * fderiv ℝ (trapEnergy k) x v + t ^ (-p - 1) * fderiv ℝ (repulsion p) x v := by
    filter_upwards [Ioi_mem_nhds (zero_lt_one' ℝ)] with t ht
    have ht0 : 0 < t := ht
    have htx : Function.Injective (t • x) :=
      fun i j h => hx (smul_right_injective E ht0.ne' h)
    rw [hU (t • x) htx, fderiv_repulsion_smul p ht0 hx]
    change fderiv ℝ (trapEnergy k) (t • x) v
      + t ^ (-p - 1) * fderiv ℝ (repulsion p) x v = _
    rw [(trapEnergy_deriv k (t • x)).2 v, (trapEnergy_deriv k x).2 v]
    simp only [Pi.smul_apply, real_inner_smul_left, ← Finset.mul_sum]
    ring
  have key := hlv.unique (hr.congr_of_eventuallyEq hev)
  have hUv : fderiv ℝ (energy k p) x v
      = fderiv ℝ (trapEnergy k) x v + fderiv ℝ (repulsion p) x v := by
    rw [hU x hx]
    rfl
  rw [key, hUv, (trapEnergy_deriv k x).2 v]
  ring

/-- Breathing mode: at a critical configuration `x` of distinct points, the Hessian of
the energy maps `x` to `(p + 2) k x`. -/
theorem breathing_mode {k p : ℝ} {x : Fin N → E} (hx : Function.Injective x)
    (hcrit : fderiv ℝ (energy k p) x = 0) (v : Fin N → E) :
    hessian k p x x v = (p + 2) * k * ∑ i, inner ℝ (x i) (v i) := by
  rw [hessian_dilation k p hx v, hcrit]
  simp

/-- Converse: for `p ≠ -1`, if the Hessian at a configuration `x` of distinct points
maps `x` to `(p + 2) k x`, then `x` is a critical configuration. -/
theorem critical_of_breathing_mode {k p : ℝ} (hp : p ≠ -1) {x : Fin N → E}
    (hx : Function.Injective x)
    (h : ∀ v, hessian k p x x v = (p + 2) * k * ∑ i, inner ℝ (x i) (v i)) :
    fderiv ℝ (energy k p) x = 0 := by
  refine ContinuousLinearMap.ext fun v => ?_
  have h0 : (p + 1) * fderiv ℝ (energy k p) x v = 0 := by
    linarith [h v, hessian_dilation k p hx v]
  exact (mul_eq_zero.1 h0).resolve_left fun h1 => hp (by linarith)


/-- Two particles on a line at `1/2` and `-1/2`, with `k = 2` and `p = 1`, are distinct
and form a critical configuration. -/
theorem breathing_mode_witness :
    Function.Injective (![1 / 2, -1 / 2] : Fin 2 → ℝ) ∧
      fderiv ℝ (energy 2 1) (![1 / 2, -1 / 2] : Fin 2 → ℝ) = 0 := by
  constructor
  · intro i j h
    fin_cases i <;> fin_cases j
    · rfl
    · exact absurd h (by norm_num)
    · exact absurd h (by norm_num)
    · rfl
  have h0 : Finset.Ioi (0 : Fin 2) = {1} := by decide
  have h1 : Finset.Ioi (1 : Fin 2) = ∅ := by decide
  have he : ∀ y : Fin 2 → ℝ, 0 < y 0 - y 1 →
      energy 2 1 y = y 0 ^ 2 + y 1 ^ 2 + (y 0 - y 1)⁻¹ := by
    intro y hy
    simp only [energy, trapEnergy, repulsion, Fin.sum_univ_two, h0, h1,
      Finset.sum_singleton, Finset.sum_empty, Real.rpow_neg_one, Real.norm_eq_abs,
      sq_abs, abs_of_pos hy]
    ring
  have hpos : 0 < (![1 / 2, -1 / 2] : Fin 2 → ℝ) 0 - (![1 / 2, -1 / 2] : Fin 2 → ℝ) 1 := by
    norm_num
  have hval : energy 2 1 (![1 / 2, -1 / 2] : Fin 2 → ℝ) = 3 / 2 := by
    rw [he _ hpos]
    norm_num
  have hopen : IsOpen {y : Fin 2 → ℝ | 0 < y 0 - y 1} :=
    isOpen_lt (by fun_prop) (by fun_prop)
  -- the configuration is a local minimum of the energy
  apply IsLocalMin.fderiv_eq_zero
  filter_upwards [hopen.mem_nhds hpos] with y hy
  have hy' : 0 < y 0 - y 1 := hy
  rw [hval, he y hy']
  have hb : 3 / 2 - (y 0 - y 1) ^ 2 / 2 ≤ (y 0 - y 1)⁻¹ := by
    rw [← one_div, le_div_iff₀ hy']
    nlinarith [mul_nonneg (by linarith : 0 ≤ y 0 - y 1 + 2) (sq_nonneg (y 0 - y 1 - 1))]
  nlinarith [sq_nonneg (y 0 + y 1)]

end

end WignerBreathingMode
```

```lean
#print axioms WignerBreathingMode.breathing_mode
-- 'WignerBreathingMode.breathing_mode' depends on axioms: [propext, Classical.choice, Quot.sound]
#print axioms WignerBreathingMode.critical_of_breathing_mode
-- 'WignerBreathingMode.critical_of_breathing_mode' depends on axioms: [propext, Classical.choice, Quot.sound]
```

## From the scaling law to the Hessian in Lean

`repulsion_contDiffAt` supplies the smoothness that the derivation takes for granted. Each difference $x_i-x_j$ is nonzero, the norm is smooth away from zero, and so is a real power; the finite sum is then twice continuously differentiable.

`repulsion_smul` is the scaling law $R(tx)=t^{-p}R(x)$, proved pair by pair. `fderiv_repulsion_smul` differentiates it. There `h1` is the derivative of $y\mapsto R(ty)$ by the chain rule, and `h2` is the derivative of the same function written as $t^{-p}R(y)$. Derivatives are unique, so the two agree, and dividing by $t$ leaves the power $t^{-p-1}$.

`trapEnergy_deriv` computes $DT(x)[v]$ by differentiating each squared norm. `hasDerivAt_along` is a general chain rule: it differentiates a quantity along a path and reads the result out with a linear functional. Here the quantity is $DU$, the path is $tx$, and the functional is evaluation on $v$.

These meet in `hessian_dilation`, which proves the identity valid away from equilibrium too:

- `hd` establishes that the gradient is itself differentiable at $x$.
- `hlv` says that $DU(tx)[v]$ has derivative $D^2U(x)[x,v]$ at $t=1$.
- `hev` shows that, for $t$ near 1, the same function is the sum of a term in $t$ and a term in $t^{-p-1}$.
- `hr` differentiates that sum.

Uniqueness of the derivative equates the two answers in `key`. The last lines write $DU$ as $DT+DR$ in the claimed formula, and `ring` checks that the coefficients on the two sides agree.

`breathing_mode` then inserts $DU(x)=0$. The converse, `critical_of_breathing_mode`, compares the assumed eigenvalue equation with the general identity. What remains is $(p+1)DU(x)[v]=0$ for all $v$, so for $p\neq-1$ the configuration is in equilibrium. At $p=-1$ the gradient term is absent from the identity, and the eigenvalue equation carries no information about force balance.

`breathing_mode_witness` exhibits a concrete equilibrium: two charges on a line at $\pm\tfrac12$, with $k=2$ and $p=1$. The trap pulls each inwards with force 1, and the repulsion at unit distance pushes outwards with force 1. Lean reaches the same conclusion through energies. Let the two charges be at nearby positions $y_0$ and $y_1$. With $r=y_0-y_1>0$ and $s=y_0+y_1$, the energy is $\tfrac12(r^2+s^2)+1/r$. Since $(r+2)(r-1)^2\ge0$, one has $1/r\ge\tfrac32-\tfrac12r^2$, so the energy is at least $\tfrac32$, its value at the stated positions. They are therefore a local minimum, where the derivative vanishes, and the breathing eigenvalue there is $3\cdot2=6$.
